# Real frequencies for u′ = JSu with antisymmetric J and positive definite S

Let $u$ be a finite list of real coordinates for a small displacement from a Kohn–Sham ground state. To second order the energy changes by $\tfrac12 u^{T}Su$, where $S$ is the energy Hessian, and the linearized equation of motion is $u' = JSu$. Both matrices are real and constant in time, with $J^{T}=-J$. Stability means that $S$ is positive definite: every nonzero displacement costs energy. Directions that leave the energy unchanged, such as rotations among occupied orbitals, must already have been removed.

The matrices $J$ and $S$ are given; they are not derived from a density functional. A constant $S$ corresponds to an adiabatic functional, one without memory. In Lean the coordinates are labelled by a finite type `n`.

```lean
import Mathlib

open Matrix

namespace StableKohnShamOscillations

noncomputable section

variable {n : Type*} [Fintype n]
```

Modes have complex amplitudes $v$, so the real matrices must act on complex vectors. `complexify` reads each real entry as a complex number.

```lean
/-- A real matrix regarded as a complex matrix, so that it can act on complex amplitudes. -/
def complexify (A : Matrix n n ℝ) : Matrix n n ℂ := A.map Complex.ofRealHom
```

The Hessian defines the form $E(x,y)=x^{\dagger}Sy$. In Lean, `⬝ᵥ` does not conjugate, so `star` supplies the conjugation of the first argument, and `*ᵥ` applies a matrix to a vector.

```lean
/-- The sesquilinear energy form `x† S y` of a real Hessian `S` on complex amplitudes. -/
def energyForm (S : Matrix n n ℝ) (x y : n → ℂ) : ℂ :=
  star x ⬝ᵥ complexify S *ᵥ y
```

## Positive energy of complex amplitudes

Write $x=a+ib$ with $a,b$ real. Then

$$E(x,x)=a^{T}Sa+b^{T}Sb+i\,(a^{T}Sb-b^{T}Sa),$$

and the real part is the sum of the first two terms. The proof expands both sides into double sums and compares them entry by entry.

```lean
/-- The real part of the energy form of a complex amplitude with itself is the sum of the values of
the quadratic form `rᵀ S r` (twice the second-order energy) at its real and imaginary parts. -/
theorem energyForm_re (S : Matrix n n ℝ) (x : n → ℂ) :
    (energyForm S x x).re =
      (fun i => (x i).re) ⬝ᵥ S *ᵥ (fun i => (x i).re) +
      (fun i => (x i).im) ⬝ᵥ S *ᵥ (fun i => (x i).im) := by
  simp only [energyForm, complexify, dotProduct, Matrix.mulVec, Finset.mul_sum,
    Matrix.map_apply, Complex.re_sum, ← Finset.sum_add_distrib]
  refine Finset.sum_congr rfl fun i _ => Finset.sum_congr rfl fun j _ => ?_
  simp only [Pi.star_apply, Complex.star_def, Complex.ofRealHom_eq_coe, Complex.mul_re,
    Complex.mul_im, Complex.conj_re, Complex.conj_im, Complex.ofReal_re, Complex.ofReal_im]
  ring
```

If $x\neq0$, at least one of $a,b$ is nonzero. Its term is positive and the other is nonnegative, so $\operatorname{Re}E(x,x)>0$. The Lean proof splits on whether $a$ vanishes.

```lean
/-- For a positive definite Hessian, the energy form of a nonzero complex amplitude has positive
real part. -/
theorem energyForm_re_pos {S : Matrix n n ℝ} (hS : S.PosDef) {x : n → ℂ} (hx : x ≠ 0) :
    0 < (energyForm S x x).re := by
  have pos : ∀ r : n → ℝ, r ≠ 0 → 0 < r ⬝ᵥ S *ᵥ r := fun r hr => by
    simpa only [star_trivial] using hS.dotProduct_mulVec_pos hr
  have nonneg : ∀ r : n → ℝ, 0 ≤ r ⬝ᵥ S *ᵥ r := fun r => by
    by_cases hr : r = 0
    · simp [hr]
    · exact (pos r hr).le
  rw [energyForm_re]
  by_cases ha : (fun i => (x i).re) = 0
  · -- the real part vanishes, so the imaginary part does not
    have hb : (fun i => (x i).im) ≠ 0 := fun hb =>
      hx (funext fun i => Complex.ext (congrFun ha i) (congrFun hb i))
    exact add_pos_of_nonneg_of_pos (nonneg _) (pos _ hb)
  · exact add_pos_of_pos_of_nonneg (pos _ ha) (nonneg _)
```

## The generator is skew-adjoint for the energy

Since $S^{T}=S$ and $J^{T}=-J$, we have $(JS)^{\dagger}=S^{T}J^{T}=-SJ$. Hence

$$E(JSx,y)=x^{\dagger}(JS)^{\dagger}Sy=-x^{\dagger}SJSy=-E(x,JSy).$$

The proof turns on the Mathlib lemma `Matrix.star_mulVec`, which rewrites the conjugate of $Mx$ as the row vector $x^{\dagger}M^{\dagger}$. `Matrix.dotProduct_mulVec`, used from right to left, then lets $M^{\dagger}$ act on the vector to its right. With $M=JS$, the claim about all $x$ and $y$ thus reduces to one matrix identity, `key`, which is $S(JS)=-(JS)^{\dagger}S$.

```lean
/-- For a symmetric Hessian `S` and an antisymmetric `J`, the generator `J S` is skew-adjoint
with respect to the energy form. -/
theorem energyForm_skew {J S : Matrix n n ℝ} (hJ : Jᵀ = -J) (hS : Sᵀ = S) (x y : n → ℂ) :
    energyForm S x (complexify (J * S) *ᵥ y) =
      -energyForm S (complexify (J * S) *ᵥ x) y := by
  have hmul : ∀ A B : Matrix n n ℝ, complexify (A * B) = complexify A * complexify B :=
    fun A B => Matrix.map_mul
  have hneg : ∀ A : Matrix n n ℝ, complexify (-A) = -complexify A := fun A => by
    ext i j
    exact Complex.ofReal_neg (A i j)
  have hadj : ∀ A : Matrix n n ℝ, (complexify A)ᴴ = complexify Aᵀ := fun A => by
    ext i j
    exact Complex.conj_ofReal (A j i)
  -- the matrix form of skew-adjointness
  have key : complexify S * complexify (J * S) =
      -((complexify (J * S))ᴴ * complexify S) := by
    rw [hadj, Matrix.transpose_mul, hS, hJ, hmul J S, hmul S (-J), hneg]
    noncomm_ring
  unfold energyForm
  rw [Matrix.mulVec_mulVec, key, Matrix.star_mulVec, ← Matrix.dotProduct_mulVec,
    Matrix.mulVec_mulVec, Matrix.neg_mulVec, dotProduct_neg]
```

The symmetry of $S$ needs no separate assumption later, because Mathlib's `PosDef` includes being Hermitian, which for a real matrix means symmetric.

```lean
omit [Fintype n] in
/-- A positive definite real Hessian is symmetric. -/
theorem hessian_symmetric {S : Matrix n n ℝ} (hS : S.PosDef) : Sᵀ = S := by
  ext i j
  simpa using hS.isHermitian.apply i j
```

## Imaginary eigenvalues, real frequencies

Let $JSv=\mu v$ with $v\neq0$. Setting $x=y=v$ in the skew-adjointness relation gives

$$\mu E(v,v)=-\mu^{*}E(v,v),\qquad (\mu+\mu^{*})\,E(v,v)=0.$$

Since $E(v,v)\neq0$, it follows that $2\operatorname{Re}\mu=0$. In the code, `hprod` is the product equation and `hE` permits the division.

```lean
/-- If the Hessian `S` is positive definite and `J` is antisymmetric, every complex eigenvalue
of `J S` is purely imaginary. -/
theorem eigenvalue_purely_imaginary {J S : Matrix n n ℝ} (hJ : Jᵀ = -J) (hS : S.PosDef)
    {μ : ℂ} {v : n → ℂ} (hv : v ≠ 0) (h : complexify (J * S) *ᵥ v = μ • v) :
    μ.re = 0 := by
  have k := energyForm_skew hJ (hessian_symmetric hS) v v
  rw [h] at k
  have hE : energyForm S v v ≠ 0 := fun h0 => by
    have hp := energyForm_re_pos hS hv
    rw [h0] at hp
    exact lt_irrefl _ hp
  have hprod : (μ + star μ) * energyForm S v v = 0 := by
    simp only [energyForm, Matrix.mulVec_smul, dotProduct_smul, star_smul, smul_dotProduct,
      smul_eq_mul] at k ⊢
    linear_combination k
  -- the energy is nonzero, so twice the real part of the eigenvalue vanishes
  have hsum := congrArg Complex.re ((mul_eq_zero.mp hprod).resolve_right hE)
  simp only [Complex.add_re, Complex.star_def, Complex.conj_re, Complex.zero_re] at hsum
  linarith
```

Now let $u(t)=e^{-i\omega t}v$, with $v\ne0$ and $\omega$ allowed to be complex, solve the equation of motion. At $t=0$ it reads $-i\omega v=JSv$, so $\mu=-i\omega$ and $\operatorname{Re}\mu=\operatorname{Im}\omega=0$. The hypothesis `h` states the equation at every real time; the proof uses time zero and the uniqueness of the derivative.

```lean
/-- If a nonzero oscillation `exp(-iωt) v` solves the linearized equation of motion `u' = J S u`
with `J` antisymmetric and `S` positive definite, then its frequency `ω` is real. -/
theorem oscillation_frequency_real {J S : Matrix n n ℝ} (hJ : Jᵀ = -J) (hS : S.PosDef)
    {ω : ℂ} {v : n → ℂ} (hv : v ≠ 0)
    (h : ∀ t : ℝ, HasDerivAt (fun s : ℝ => Complex.exp (-(Complex.I * ω) * (s : ℂ)) • v)
      (complexify (J * S) *ᵥ (Complex.exp (-(Complex.I * ω) * (t : ℂ)) • v)) t) :
    ω.im = 0 := by
  -- compare the two expressions for the velocity at time zero
  have hc : HasDerivAt (fun z : ℂ => Complex.exp (-(Complex.I * ω) * z))
      (-(Complex.I * ω)) ((0 : ℝ) : ℂ) :=
    (((hasDerivAt_id' ((0 : ℝ) : ℂ)).const_mul (-(Complex.I * ω))).cexp).congr_deriv (by simp)
  have he := (h 0).unique (hc.comp_ofReal.smul_const v)
  simp only [Complex.ofReal_zero, mul_zero, Complex.exp_zero, one_smul] at he
  simpa using eigenvalue_purely_imaginary hJ hS hv he
```

For finite-basis, adiabatic linear response of this form, a complex frequency therefore signals a Hessian that is not positive definite, or a numerical error.

## No Jordan chains

Imaginary eigenvalues alone would still allow growth of the type $t\,e^{\mu t}$, which comes from a Jordan chain. Suppose $(JS-\mu)^2v=0$ and set $w=(JS-\mu)v$. If $w\neq0$, then $JSw=\mu w$, so $\mu^{*}=-\mu$ by the eigenvalue result, and

$$E(w,w)=E(w,JSv)-\mu E(w,v)=-(\mu^{*}+\mu)E(w,v)=0.$$

This contradicts positivity, so $w=0$.

```lean
/-- For antisymmetric `J` and positive definite `S`, the generator `J S` has no Jordan chains:
a vector annihilated by `(J S - μ)²` is already annihilated by `J S - μ`. -/
theorem no_jordan_chain {J S : Matrix n n ℝ} (hJ : Jᵀ = -J) (hS : S.PosDef)
    {μ : ℂ} {v : n → ℂ}
    (h : complexify (J * S) *ᵥ (complexify (J * S) *ᵥ v - μ • v) =
      μ • (complexify (J * S) *ᵥ v - μ • v)) :
    complexify (J * S) *ᵥ v = μ • v := by
  by_contra hne
  obtain ⟨w, hw⟩ : ∃ w, w = complexify (J * S) *ᵥ v - μ • v := ⟨_, rfl⟩
  rw [← hw] at h
  have hw0 : w ≠ 0 := fun h0 => hne (sub_eq_zero.mp (hw.symm.trans h0))
  have hre := eigenvalue_purely_imaginary hJ hS hw0 h
  have hstar : star μ = -μ := by
    apply Complex.ext <;> simp [hre]
  have k := energyForm_skew hJ (hessian_symmetric hS) w v
  rw [h] at k
  have e1 : energyForm S w w =
      energyForm S w (complexify (J * S) *ᵥ v) - μ * energyForm S w v := by
    have e0 : energyForm S w w = energyForm S w (complexify (J * S) *ᵥ v - μ • v) := by
      rw [← hw]
    rw [e0]
    simp only [energyForm, Matrix.mulVec_sub, Matrix.mulVec_smul, dotProduct_sub,
      dotProduct_smul, smul_eq_mul]
  have e2 : energyForm S (μ • w) v = star μ * energyForm S w v := by
    simp only [energyForm, star_smul, smul_dotProduct, smul_eq_mul]
  -- the remainder `w` has zero energy, which positivity forbids
  have hzero : energyForm S w w = 0 := by
    linear_combination e1 + k - e2 - energyForm S w v * hstar
  have hp := energyForm_re_pos hS hw0
  rw [hzero] at hp
  exact lt_irrefl _ hp
```

## A stable and an unstable example

For the harmonic oscillator with coordinates $(q,p)$ and energy $p^2/2m+m\omega^2q^2/2$, the Hessian is $S=\mathrm{diag}(m\omega^2,1/m)$. With the usual $J$,

$$JS=\begin{pmatrix}0&1/m\\-m\omega^2&0\end{pmatrix},\qquad
JS\begin{pmatrix}1\\-im\omega\end{pmatrix}=-i\omega\begin{pmatrix}1\\-im\omega\end{pmatrix}.$$

The theorem checks the two hypotheses and this mode for all $m,\omega>0$.

```lean
/-- The harmonic oscillator of mass `m > 0` and frequency `ω > 0` has an antisymmetric `J`, a
positive definite Hessian `diag(mω², 1/m)`, and a mode with eigenvalue `-iω`. -/
theorem harmonicOscillator_witness {m ω : ℝ} (hm : 0 < m) (hω : 0 < ω) :
    (!![0, 1; -1, 0] : Matrix (Fin 2) (Fin 2) ℝ)ᵀ = -!![0, 1; -1, 0] ∧
    (Matrix.diagonal ![m * ω ^ 2, 1 / m]).PosDef ∧
    complexify (!![0, 1; -1, 0] * Matrix.diagonal ![m * ω ^ 2, 1 / m]) *ᵥ
        ![1, -(Complex.I * m * ω)] =
      (-(Complex.I * ω)) • ![1, -(Complex.I * m * ω)] := by
  have hm' : (m : ℂ) ≠ 0 := Complex.ofReal_ne_zero.mpr hm.ne'
  refine ⟨?_, Matrix.PosDef.diagonal (Fin.forall_fin_two.2 ⟨?_, ?_⟩), ?_⟩
  · ext i j
    fin_cases i <;> fin_cases j <;> simp
  · show 0 < m * ω ^ 2
    positivity
  · show 0 < 1 / m
    positivity
  · have hprod : (!![0, 1; -1, 0] : Matrix (Fin 2) (Fin 2) ℝ) *
        Matrix.diagonal ![m * ω ^ 2, 1 / m] = !![0, 1 / m; -(m * ω ^ 2), 0] := by
      ext i j
      fin_cases i <;> fin_cases j <;> simp
    rw [hprod]
    ext i
    fin_cases i
    · simp [complexify, Matrix.mulVec, dotProduct, Fin.sum_univ_succ]
      field_simp
    · simp [complexify, Matrix.mulVec, dotProduct, Fin.sum_univ_succ]
      linear_combination (-(m * ω ^ 2) : ℂ) * Complex.I_sq
```

Symmetry of $S$ alone is not enough. For $S=\mathrm{diag}(1,-1)$ and the same $J$, the vector $(1,-1)$ satisfies $JSv=v$. The eigenvalue $1$ corresponds to $\omega=i$, a displacement growing as $e^{t}$ away from a saddle point of the energy.

```lean
/-- Positive definiteness cannot be weakened to symmetry: with the indefinite Hessian
`diag(1, -1)` and an antisymmetric `J`, the generator `J S` has the real eigenvalue `1`. -/
theorem indefinite_hessian_real_eigenvalue :
    (!![0, 1; -1, 0] : Matrix (Fin 2) (Fin 2) ℝ)ᵀ = -!![0, 1; -1, 0] ∧
    (!![1, 0; 0, -1] : Matrix (Fin 2) (Fin 2) ℝ)ᵀ = !![1, 0; 0, -1] ∧
    complexify (!![0, 1; -1, 0] * !![1, 0; 0, -1]) *ᵥ ![1, -1] = (1 : ℂ) • ![1, -1] := by
  refine ⟨?_, ?_, ?_⟩
  · ext i j
    fin_cases i <;> fin_cases j <;> simp
  · ext i j
    fin_cases i <;> fin_cases j <;> simp
  · ext i
    fin_cases i <;>
      simp [complexify, Matrix.mulVec, dotProduct, Fin.sum_univ_succ]

end

end StableKohnShamOscillations
```

```lean
#print axioms StableKohnShamOscillations.oscillation_frequency_real
#print axioms StableKohnShamOscillations.no_jordan_chain
#print axioms StableKohnShamOscillations.indefinite_hessian_real_eigenvalue
```

```
'StableKohnShamOscillations.oscillation_frequency_real' depends on axioms: [propext, Classical.choice, Quot.sound]
'StableKohnShamOscillations.no_jordan_chain' depends on axioms: [propext, Classical.choice, Quot.sound]
'StableKohnShamOscillations.indefinite_hessian_real_eigenvalue' depends on axioms: [propext, Classical.choice, Quot.sound]
```
